# Error formula for Padé continuation of a decaying rational function

Let $P,Q,p,q$ be polynomials in $z$ with complex coefficients. The exact function is $f=P/Q$ and its continuation is $r=p/q$. Write $N=\deg Q$ and $m=\deg q$, and let $S$ be a finite set of distinct complex nodes $a$, which in practice often lie on the imaginary frequency axis.

In Lean, the four polynomials have type `ℂ[X]`, with `X` for the variable $z$. "Pole" below means a zero of the denominator as written, since common factors are allowed.

```lean
import Mathlib

open Polynomial

namespace PadeContinuationError

noncomputable section
```

The structure `PadeFit` collects the hypotheses:

- Both functions decay at infinity: $\deg P<\deg Q$ and $\deg p<\deg q$. For a self-energy, this describes the correlation part after the static exchange part has been subtracted. The zero polynomial has degree $-\infty$ in `degree`, so a zero numerator is allowed and a zero denominator is excluded.
- There are exactly $2m$ nodes, as many as the free coefficients of $r$.
- No node is a pole of $f$ or $r$, and the two functions agree at every node.

The existence of such a fit is assumed, and the samples carry no noise.

```lean
/-- The rational function `p/q` is a Padé fit of `P/Q` on the node set `S`: both decay at
infinity, no node is a zero of a denominator, and they agree at the `2 deg q` nodes. -/
structure PadeFit (P Q p q : ℂ[X]) (S : Finset ℂ) : Prop where
  decay_f : P.degree < Q.degree
  decay_r : p.degree < q.degree
  card_nodes : S.card = 2 * q.natDegree
  regular_f : ∀ a ∈ S, Q.eval a ≠ 0
  regular_r : ∀ a ∈ S, q.eval a ≠ 0
  agree : ∀ a ∈ S, P.eval a / Q.eval a = p.eval a / q.eval a
```

The node polynomial is $n(z)=\prod_{a\in S}(z-a)$, equal to $1$ when $S$ is empty.

```lean
/-- The monic polynomial whose simple zeros are the sampling nodes. -/
def nodePoly (S : Finset ℂ) : ℂ[X] := ∏ a ∈ S, (X - C a)
```

The error numerator $s$ is the quotient of $Pq-pQ$ by $n$. Polynomial division in Lean discards any remainder, so it takes a proof to see that there is none.

```lean
/-- The polynomial quotient of `P q - p Q` by the node polynomial. -/
def errorNumerator (P Q p q : ℂ[X]) (S : Finset ℂ) : ℂ[X] :=
  (P * q - p * Q) / nodePoly S
```

## (a) Leading coefficient of the node polynomial

**Task.** Show that
$$\operatorname{lead}(n)=1 .$$

**Solution.** Leading coefficients multiply, and each factor $z-a$ has leading coefficient $1$. The empty product is $1$ as well. In particular $n\neq0$, so it can be cancelled later.

```lean
lemma nodePoly_monic (S : Finset ℂ) : (nodePoly S).Monic :=
  monic_prod_of_monic _ _ (fun a _ => monic_X_sub_C a)
```

## (b) Degrees after multiplication by a common factor

**Task.** For $\deg P<\deg Q$ and $q\ne0$, show that
$$\deg(Pq)<\deg(Qq).$$

**Solution.** The hypothesis forces $Q\neq0$, so $Qq\ne0$. If $P=0$, the left side is $-\infty$ and the inequality holds. Otherwise degrees add, and $\deg P+\deg q<\deg Q+\deg q$. The proof makes the same case split, and `omega` settles the integer inequality.

```lean
lemma degree_mul_lt {P Q q : ℂ[X]} (h : P.degree < Q.degree) (hq : q ≠ 0) :
    (P * q).degree < (Q * q).degree := by
  have hQ : Q ≠ 0 := by
    rintro rfl
    simp at h
  by_cases hP : P = 0
  · rw [hP, zero_mul, degree_zero, bot_lt_iff_ne_bot]
    exact degree_ne_bot.2 (mul_ne_zero hQ hq)
  · apply degree_lt_degree
    rw [natDegree_mul hP hq, natDegree_mul hQ hq]
    have := natDegree_lt_natDegree hP h
    omega
```

## (c) Factoring the cross difference

**Task.** Show that a Padé fit satisfies
$$Pq-pQ=n\,s .$$

**Solution.** At a node $a$ both denominators are nonzero, so $P(a)/Q(a)=p(a)/q(a)$ may be cross-multiplied:
$$P(a)q(a)-p(a)Q(a)=0 .$$
Hence $z-a$ divides $Pq-pQ$. For distinct nodes $a,b$ the difference $(z-a)-(z-b)=b-a$ is a nonzero constant, so the linear factors are pairwise coprime and their product $n$ also divides. Thus $Pq-pQ=n\,t$ for some polynomial $t$, and division by $n\neq0$ gives $t=s$.

In the proof, `div_eq_div_iff` cross-multiplies, `Finset.prod_dvd_of_coprime` combines the factors, and the last line identifies $t$ with $s$.

```lean
/-- For a Padé fit, `P q - p Q` is the node polynomial times the error numerator. -/
theorem cross_difference {P Q p q : ℂ[X]} {S : Finset ℂ} (h : PadeFit P Q p q S) :
    P * q - p * Q = nodePoly S * errorNumerator P Q p q S := by
  have hdvd : nodePoly S ∣ P * q - p * Q := by
    apply Finset.prod_dvd_of_coprime
    · intro a _ b _ hab
      exact isCoprime_X_sub_C_of_isUnit_sub (sub_ne_zero.2 hab).isUnit
    · intro a ha
      -- agreement at a node is a zero of the cross difference
      have e := (div_eq_div_iff (h.regular_f a ha) (h.regular_r a ha)).1 (h.agree a ha)
      apply dvd_iff_isRoot.2
      rw [IsRoot.def, eval_sub, eval_mul, eval_mul, e, sub_self]
  obtain ⟨t, ht⟩ := hdvd
  rw [errorNumerator, ht, mul_div_cancel_left₀ t (nodePoly_monic S).ne_zero]
```

## (d) Degree of the error numerator

**Task.** If $s\neq0$, show that
$$\deg s+m<N .$$

**Solution.** By (b), used once for each function, $Pq$ and $pQ$ both have degree less than $N+m$, and so does their difference. By (c) that difference is $n\,s$, of degree $2m+\deg s$. Therefore $2m+\deg s<N+m$, and subtracting $2m$ from both sides gives the claim. In the code, `h1` to `h3` bound the difference, `h5` computes $\deg n$, and `omega` subtracts.

The condition $s\ne0$ is easily forgotten in the formal statement. Lean's `natDegree` assigns degree $0$ to the zero polynomial, so for a perfect fit with $N=m=1$ the inequality would read $0+1<1$.

Decay of $f$ matters too. Take $f=1+1/z=(z+1)/z$ and $r=2/(z+1)$, which agree at $\pm i$. Every other hypothesis holds with $N=m=1$, but
$$(z+1)^2-2z=z^2+1$$
gives $s=1$, and the degree bound fails. This is what an unsubtracted static term does.

```lean
/-- The error numerator of a Padé fit, if nonzero, has degree less than `deg Q - deg q`. -/
theorem errorNumerator_degree {P Q p q : ℂ[X]} {S : Finset ℂ} (h : PadeFit P Q p q S)
    (hs : errorNumerator P Q p q S ≠ 0) :
    (errorNumerator P Q p q S).natDegree + q.natDegree < Q.natDegree := by
  have hQ : Q ≠ 0 := by
    intro h0
    have := h.decay_f
    simp [h0] at this
  have hq : q ≠ 0 := by
    intro h0
    have := h.decay_r
    simp [h0] at this
  have h1 := degree_mul_lt h.decay_f hq
  have h2 := degree_mul_lt h.decay_r hQ
  rw [mul_comm q Q] at h2
  have h3 := lt_of_le_of_lt (degree_sub_le (P * q) (p * Q)) (max_lt h1 h2)
  rw [cross_difference h] at h3
  have h4 := natDegree_lt_natDegree (mul_ne_zero (nodePoly_monic S).ne_zero hs) h3
  have h5 : (nodePoly S).natDegree = S.card := by
    rw [nodePoly, natDegree_prod_of_monic _ _ (fun a _ => monic_X_sub_C a)]
    simp
  rw [natDegree_mul (nodePoly_monic S).ne_zero hs, natDegree_mul hQ hq, h5,
    h.card_nodes] at h4
  omega
```

## (e) The factorisation at a point

**Task.** For every complex $w$, show that
$$P(w)q(w)-p(w)Q(w)=s(w)\prod_{a\in S}(w-a).$$

**Solution.** Evaluate the polynomial identity of (c) at $z=w$. Evaluation respects sums and products, so $n(w)=\prod_{a\in S}(w-a)$. No condition on the denominators is needed.

```lean
lemma cross_eval {P Q p q : ℂ[X]} {S : Finset ℂ} (h : PadeFit P Q p q S) (w : ℂ) :
    P.eval w * q.eval w - p.eval w * Q.eval w =
      (∏ a ∈ S, (w - a)) * (errorNumerator P Q p q S).eval w := by
  have e := congrArg (eval w) (cross_difference h)
  simpa [nodePoly, eval_prod] using e
```

## (f) The continuation error

**Task.** Show that $s=0$ or $\deg s+m<N$, and that wherever $Q(w)\ne0$ and $q(w)\neq0$,
$$f(w)-r(w)=\frac{s(w)\prod_{a\in S}(w-a)}{Q(w)\,q(w)} .$$

**Solution.** The first statement is (d). For the second, use the common denominator:
$$\frac{P(w)}{Q(w)}-\frac{p(w)}{q(w)}=\frac{P(w)q(w)-p(w)Q(w)}{Q(w)q(w)},$$
then replace the numerator by (e). The proof does this with `div_sub_div` and `linear_combination`.

If $m\geq N$, the degree inequality is impossible, so $s=0$ and $r=f$ away from the poles. For $m<N$, the formula splits the error into the distances from $w$ to the nodes, the values of the two denominators, and the factor $s(w)$, whose degree is bounded here but whose size is not. This bears on continuing a $GW$ self-energy to real frequencies when its correlation part is modelled by finitely many poles and sampled exactly.

```lean
/-- Error of Padé continuation: away from the poles, `f - r = s ∏ (w - a) / (Q q)`, where the
polynomial `s` is zero or has degree less than `deg Q - deg q`. -/
theorem pade_error {P Q p q : ℂ[X]} {S : Finset ℂ} (h : PadeFit P Q p q S) :
    (errorNumerator P Q p q S = 0 ∨
      (errorNumerator P Q p q S).natDegree + q.natDegree < Q.natDegree) ∧
    ∀ w : ℂ, Q.eval w ≠ 0 → q.eval w ≠ 0 →
      P.eval w / Q.eval w - p.eval w / q.eval w =
        (errorNumerator P Q p q S).eval w * (∏ a ∈ S, (w - a)) /
          (Q.eval w * q.eval w) := by
  refine ⟨or_iff_not_imp_left.2 (errorNumerator_degree h), fun w hQ hq => ?_⟩
  rw [div_sub_div _ _ hQ hq]
  congr 1
  linear_combination cross_eval h w
```

## (g) The error numerator at a pole of the exact function

**Task.** If $Q(w)=0$, show that
$$s(w)=\frac{P(w)\,q(w)}{\prod_{a\in S}(w-a)} .$$

**Solution.** Setting $Q(w)=0$ in (e) removes the term with $p$:
$$P(w)q(w)=s(w)\prod_{a\in S}(w-a).$$
No node is a zero of $Q$, so $w$ is not a node and the product can be divided out. The proof first establishes that the product is nonzero, then combines $Q(w)=0$ with (e). At a pole that the fit misses, with $P(w)\neq0$ and $q(w)\ne0$, the value $s(w)$ is therefore nonzero.

```lean
/-- At a zero `w` of the exact denominator `Q`, the error numerator equals
`P(w) q(w) / ∏ (w - a)`. -/
theorem errorNumerator_at_pole {P Q p q : ℂ[X]} {S : Finset ℂ} (h : PadeFit P Q p q S)
    {w : ℂ} (hw : Q.eval w = 0) :
    (errorNumerator P Q p q S).eval w = P.eval w * q.eval w / ∏ a ∈ S, (w - a) := by
  have hne : (∏ a ∈ S, (w - a)) ≠ 0 := by
    apply Finset.prod_ne_zero_iff.2
    intro a ha h0
    apply h.regular_f a ha
    rw [← sub_eq_zero.1 h0, hw]
  rw [eq_div_iff hne]
  linear_combination -(p.eval w) * hw - cross_eval h w
```

## (h) A two-pole function fitted with one pole

**Task.** Let $f(z)=z/(z^2-1)$, with poles at $\pm1$, be sampled at $i$ and $2i$. Show that its one-pole Padé fit is
$$r(z)=\frac{2}{z+3i}.$$

**Solution.** Write $r=c/(z+b)$, so that $1/r=(z+b)/c$ is linear in $z$. The samples give $1/f(i)=2i$ and $1/f(2i)=5i/2$. The slope is $1/c=(i/2)/i=1/2$, so $c=2$, and $(i+b)/2=2i$ gives $b=3i$. As a check,
$$f(i)=-\tfrac{i}{2}=\frac{2}{4i},\qquad f(2i)=-\tfrac{2i}{5}=\frac{2}{5i}.$$
The degrees satisfy $1<2$ and $0<1$, there are $2=2\cdot1$ nodes, and no denominator vanishes at a node.

The proof takes $r$ as given and verifies the six fields of `PadeFit`. The facts `e1` to `e4` are the denominator values at the nodes.

```lean
/-- The function `z/(z² - 1)`, sampled at `i` and `2i` on the imaginary axis, has the one-pole
Padé fit `2/(z + 3i)`. -/
theorem padeFit_witness :
    PadeFit X (X ^ 2 - C 1) (C 2) (X + C (3 * Complex.I)) {Complex.I, 2 * Complex.I} := by
  have hI := Complex.I_ne_zero
  have e1 : eval Complex.I (X ^ 2 - C 1 : ℂ[X]) = -2 := by
    simp only [eval_sub, eval_pow, eval_X, eval_C]
    linear_combination Complex.I_sq
  have e2 : eval (2 * Complex.I) (X ^ 2 - C 1 : ℂ[X]) = -5 := by
    simp only [eval_sub, eval_pow, eval_X, eval_C]
    linear_combination 4 * Complex.I_sq
  have e3 : eval Complex.I (X + C (3 * Complex.I)) = 4 * Complex.I := by
    simp only [eval_add, eval_X, eval_C]
    ring
  have e4 : eval (2 * Complex.I) (X + C (3 * Complex.I)) = 5 * Complex.I := by
    simp only [eval_add, eval_X, eval_C]
    ring
  have n3 : 4 * Complex.I ≠ 0 := mul_ne_zero (by norm_num) hI
  have n4 : 5 * Complex.I ≠ 0 := mul_ne_zero (by norm_num) hI
  refine ⟨?_, ?_, ?_, ?_, ?_, ?_⟩
  · rw [degree_X, degree_X_pow_sub_C (by norm_num)]
    exact_mod_cast (one_lt_two : (1 : ℕ) < 2)
  · rw [degree_X_add_C]
    exact lt_of_le_of_lt degree_C_le (by exact_mod_cast Nat.zero_lt_one)
  · rw [natDegree_X_add_C, Finset.card_pair]
    intro h
    apply hI
    linear_combination -h
  all_goals
    intro a ha
    rw [Finset.mem_insert, Finset.mem_singleton] at ha
    rcases ha with rfl | rfl
  · rw [e1]; norm_num
  · rw [e2]; norm_num
  · rw [e3]; exact n3
  · rw [e4]; exact n4
  · rw [e1, e3, eval_X, eval_C, div_eq_div_iff (by norm_num) n3]
    linear_combination 4 * Complex.I_sq
  · rw [e2, e4, eval_X, eval_C, div_eq_div_iff (by norm_num) n4]
    linear_combination 10 * Complex.I_sq
```

## (i) The error of the one-pole fit

**Task.** For $w^2\neq1$ and $w\neq-3i$, show that
$$\frac{w}{w^2-1}-\frac{2}{w+3i}=-\frac{(w-i)(w-2i)}{(w^2-1)(w+3i)} .$$

**Solution.** Over the common denominator the numerator is
$$w(w+3i)-2(w^2-1)=-w^2+3iw+2=-(w-i)(w-2i),$$
because $i\cdot2i=-2$. The Lean proof is this same direct calculation, with $i^2=-1$ supplied by `Complex.I_sq`.

Comparison with (f) gives $s=-1$. Its degree $0$ is the largest that $\deg s+1<2$ allows. At $w=0$ the exact function vanishes while the fit gives $-2i/3$, although both samples are reproduced exactly.

```lean
/-- The error of the fit `2/(w + 3i)` to `w/(w² - 1)` is
`-(w - i)(w - 2i) / ((w² - 1)(w + 3i))` away from the poles. -/
theorem two_pole_error (w : ℂ) (h1 : w ^ 2 - 1 ≠ 0) (h2 : w + 3 * Complex.I ≠ 0) :
    w / (w ^ 2 - 1) - 2 / (w + 3 * Complex.I) =
      -((w - Complex.I) * (w - 2 * Complex.I)) /
        ((w ^ 2 - 1) * (w + 3 * Complex.I)) := by
  rw [div_sub_div _ _ h1 h2]
  congr 1
  linear_combination 2 * Complex.I_sq

end

end PadeContinuationError
```

```lean
#print axioms PadeContinuationError.pade_error
#print axioms PadeContinuationError.errorNumerator_at_pole
#print axioms PadeContinuationError.two_pole_error
```

```
'PadeContinuationError.pade_error' depends on axioms: [propext, Classical.choice, Quot.sound]
'PadeContinuationError.errorNumerator_at_pole' depends on axioms: [propext, Classical.choice, Quot.sound]
'PadeContinuationError.two_pole_error' depends on axioms: [propext, Classical.choice, Quot.sound]
```
